# The Reuss strain field is the unique energy minimiser at fixed mean strain for positive definite phases

Let finitely many phases, at least one, have real symmetric positive definite stiffness matrices C_i and positive weights w_i. Among all choices of phase strains x_i with

Σ_i w_i x_i = e,

the energy Σ_i w_i x_i·C_i x_i has exactly one minimiser, and its minimum value is e·R e, where

R = (Σ_i w_i C_i⁻¹)⁻¹.

The minimiser is x_i = C_i⁻¹ R e, the field in which every phase carries the stress R e. The weights need not sum to 1. When they do, they are volume fractions and R is the Reuss average of the stiffnesses.

In simulation practice the C_i may be a computed single-crystal stiffness rotated into finitely many grain orientations, and R is then the Reuss estimate for the polycrystal, within linear elasticity and with one uniform strain per orientation.

## Phases, strains and energy

The phases are labelled by a finite type `ι` and the strain components by a finite type `n`, which has six elements for a three-dimensional solid in vector notation. The shear entries must be scaled so that the dot product of stress and strain equals the full tensor contraction, as in Voigt notation with engineering shear strains or in Mandel notation. All strains and stiffnesses refer to one common coordinate frame.

In Lean 4 with Mathlib:

```lean
import Mathlib

open Matrix

namespace ReussVariationalPrinciple

noncomputable section

variable {ι n : Type*} [Fintype ι] [Fintype n] [DecidableEq n]
```

A strain field assigns one strain vector to each phase, so it is a function `x : ι → n → ℝ`. The constraint concerns only its weighted sum,

⟨x⟩ = Σ_i w_i x_i.

```lean
/-- The weighted sum of the phase strains `x i`; it is the mean strain when the weights are
volume fractions. -/
def meanStrain (w : ι → ℝ) (x : ι → n → ℝ) : n → ℝ := ∑ i, w i • x i
```

The energy is the weighted sum of the quadratic forms of the phases,

E(x) = Σ_i w_i x_i·C_i x_i.

The elastic energy density carries a further factor ½, which changes the minimum value by that factor and leaves the minimiser alone. In the code `⬝ᵥ` is the dot product and `*ᵥ` applies a matrix to a vector.

```lean
/-- The weighted quadratic energy `∑ w_i x_i · C_i x_i` of the phase strains `x i`. -/
def energy (w : ι → ℝ) (C : ι → Matrix n n ℝ) (x : ι → n → ℝ) : ℝ :=
  ∑ i, w i * (x i ⬝ᵥ C i *ᵥ x i)
```

No compatibility condition links the strains of neighbouring phases, and there is no geometry. In a real composite the strain must derive from a displacement field and may vary inside a phase. Dropping the first requirement relaxes the problem. Keeping the strain uniform within each phase does not raise the relaxed minimum, because the energy is convex: replacing a varying strain by its average over the phase never increases it. The theorems make no statement about the effective stiffness of a given microstructure.

## The uniform-stress candidate

Under a common stress σ, phase i strains by C_i⁻¹ σ. The mean strain is then S σ, with the averaged compliance

S = Σ_i w_i C_i⁻¹.

```lean
/-- The weighted sum of the phase compliances `C_i⁻¹`. -/
def compliance (w : ι → ℝ) (C : ι → Matrix n n ℝ) : Matrix n n ℝ := ∑ i, w i • (C i)⁻¹
```

Inverting this relation gives the stiffness R = S⁻¹.

```lean
/-- The Reuss stiffness, the inverse of the averaged compliance. -/
def reuss (w : ι → ℝ) (C : ι → Matrix n n ℝ) : Matrix n n ℝ := (compliance w C)⁻¹
```

The stress that produces the mean strain e is R e, so the candidate field, called y from here on, is

y_i = C_i⁻¹ R e.

```lean
/-- The Reuss strain field: phase `i` responds with its own compliance to the stress `R e`,
where `R` is the Reuss stiffness. -/
def reussStrain (w : ι → ℝ) (C : ι → Matrix n n ℝ) (e : n → ℝ) : ι → n → ℝ :=
  fun i => (C i)⁻¹ *ᵥ (reuss w C *ᵥ e)
```

## Only the mean strain enters the work of a uniform stress

If one stress σ acts on all phases, it can be taken out of the sum:

Σ_i w_i (x_i·σ) = (Σ_i w_i x_i)·σ = ⟨x⟩·σ.

This is how the constraint enters the minimisation. In components the identity is an exchange of two finite sums, which `Finset.sum_comm` supplies.

```lean
omit [DecidableEq n] in
/-- The weighted work of a single stress `σ` on the phase strains is its work on the
mean strain. -/
theorem sum_work_eq (w : ι → ℝ) (x : ι → n → ℝ) (σ : n → ℝ) :
    ∑ i, w i * (x i ⬝ᵥ σ) = meanStrain w x ⬝ᵥ σ := by
  simp only [meanStrain, dotProduct, Finset.sum_apply, Pi.smul_apply, smul_eq_mul,
    Finset.mul_sum, Finset.sum_mul, mul_assoc]
  exact Finset.sum_comm
```

The same exchange shows that S does what its name says:

S σ = Σ_i w_i C_i⁻¹ σ.

```lean
/-- The averaged compliance maps a stress `σ` to the mean of the strains `C_i⁻¹ σ`. -/
theorem compliance_mulVec (w : ι → ℝ) (C : ι → Matrix n n ℝ) (σ : n → ℝ) :
    compliance w C *ᵥ σ = meanStrain w (fun i => (C i)⁻¹ *ᵥ σ) := by
  ext k
  simp only [compliance, meanStrain, Matrix.mulVec, dotProduct, Matrix.sum_apply,
    Matrix.smul_apply, Finset.sum_apply, Pi.smul_apply, smul_eq_mul, Finset.sum_mul,
    Finset.mul_sum, mul_assoc]
  exact Finset.sum_comm
```

## The averaged compliance is invertible

Positive definiteness of C_i, written `(C i).PosDef`, includes symmetry for real matrices. Physically it says that each phase resists every nonzero homogeneous strain. The inverse C_i⁻¹ is then symmetric and positive definite too, so S is symmetric, and for σ ≠ 0

σ·S σ = Σ_i w_i σ·C_i⁻¹ σ > 0,

since every term is positive and there is at least one term. The hypothesis `[Nonempty ι]` provides that term. The two bullets of the proof are the symmetry and this inequality.

```lean
/-- The averaged compliance of positive definite phases is positive definite. -/
theorem compliance_posDef [Nonempty ι] {w : ι → ℝ} {C : ι → Matrix n n ℝ}
    (hw : ∀ i, 0 < w i) (hC : ∀ i, (C i).PosDef) : (compliance w C).PosDef := by
  refine Matrix.posDef_iff_dotProduct_mulVec.mpr ⟨?_, ?_⟩
  · change (compliance w C)ᴴ = compliance w C
    rw [compliance, Matrix.conjTranspose_sum]
    refine Finset.sum_congr rfl fun i _ => ?_
    rw [Matrix.conjTranspose_smul, star_trivial, (hC i).inv.isHermitian.eq]
  · intro σ hσ
    rw [star_trivial, compliance_mulVec, dotProduct_comm, ← sum_work_eq]
    refine Finset.sum_pos (fun i _ => mul_pos (hw i) ?_) Finset.univ_nonempty
    rw [dotProduct_comm]
    simpa only [star_trivial] using (hC i).inv.dotProduct_mulVec_pos hσ
```

## The candidate is admissible and uniformly stressed

The stress in phase i of the candidate field is

C_i y_i = C_i C_i⁻¹ R e = R e,

the same for every i. The cancellation needs C_i to be invertible, which follows from its positive determinant.

```lean
/-- In the Reuss strain field every phase carries the same stress `R e`. -/
theorem stress_reussStrain (w : ι → ℝ) {C : ι → Matrix n n ℝ} (hC : ∀ i, (C i).PosDef)
    (e : n → ℝ) (i : ι) : C i *ᵥ reussStrain w C e i = reuss w C *ᵥ e := by
  rw [reussStrain, Matrix.mulVec_mulVec,
    Matrix.mul_nonsing_inv _ (hC i).det_pos.ne'.isUnit, Matrix.one_mulVec]
```

Its mean strain is

⟨y⟩ = S R e = S S⁻¹ e = e,

where positive definiteness of S justifies the last step.

```lean
/-- The Reuss strain field has the prescribed mean strain `e`. -/
theorem meanStrain_reussStrain [Nonempty ι] {w : ι → ℝ} {C : ι → Matrix n n ℝ}
    (hw : ∀ i, 0 < w i) (hC : ∀ i, (C i).PosDef) (e : n → ℝ) :
    meanStrain w (reussStrain w C e) = e := by
  have h := compliance_mulVec w C (reuss w C *ᵥ e)
  rw [reuss, Matrix.mulVec_mulVec,
    Matrix.mul_nonsing_inv _ (compliance_posDef hw hC).det_pos.ne'.isUnit,
    Matrix.one_mulVec] at h
  exact h.symm
```

## Any deviation costs energy

Let d be a field that is nonzero in at least one phase j. Then

E(d) = Σ_i w_i d_i·C_i d_i ≥ w_j d_j·C_j d_j > 0,

because the terms with d_i = 0 vanish and all others are positive.

```lean
omit [DecidableEq n] in
/-- A strain field that is nonzero in some phase has positive energy. -/
theorem energy_pos {w : ι → ℝ} {C : ι → Matrix n n ℝ} (hw : ∀ i, 0 < w i)
    (hC : ∀ i, (C i).PosDef) {d : ι → n → ℝ} (hd : d ≠ 0) : 0 < energy w C d := by
  have hpos : ∀ i, d i ≠ 0 → 0 < w i * (d i ⬝ᵥ C i *ᵥ d i) := fun i hi =>
    mul_pos (hw i) (by simpa only [star_trivial] using (hC i).dotProduct_mulVec_pos hi)
  obtain ⟨j, hj⟩ := Function.ne_iff.mp hd
  refine Finset.sum_pos' (fun i _ => ?_) ⟨j, Finset.mem_univ j, hpos j hj⟩
  by_cases hi : d i = 0
  · simp [hi]
  · exact (hpos i hi).le
```

## Completing the square

Take any x with ⟨x⟩ = e, and write σ = R e and d_i = x_i − y_i. Since C_i y_i = σ and C_i is symmetric, y_i·C_i x_i = x_i·σ. Expanding the quadratic form gives

d_i·C_i d_i = x_i·C_i x_i − 2 x_i·σ + y_i·σ,

and therefore

x_i·C_i x_i = d_i·C_i d_i + 2 x_i·σ − y_i·σ.

Multiply by w_i and sum. Both x and y have mean strain e, so each linear term reduces to the work of σ on e:

E(x) = E(d) + 2 e·σ − e·σ = e·R e + E(x − y).

In the proof, `key` is the identity for one phase, with `hsym` as its symmetry step. The facts `h1` and `h2` evaluate the two linear sums, and `h3` is the summed identity before they are inserted.

```lean
/-- The energy of any strain field with mean `e` is `e · R e` plus the energy of its deviation
from the Reuss strain field. -/
theorem energy_decomposition [Nonempty ι] {w : ι → ℝ} {C : ι → Matrix n n ℝ}
    (hw : ∀ i, 0 < w i) (hC : ∀ i, (C i).PosDef) {e : n → ℝ} {x : ι → n → ℝ}
    (hx : meanStrain w x = e) :
    energy w C x = e ⬝ᵥ reuss w C *ᵥ e + energy w C (x - reussStrain w C e) := by
  set y := reussStrain w C e with hy
  set σ := reuss w C *ᵥ e with hσ
  -- complete the square in each phase, using the symmetry of the stiffness
  have key : ∀ i, x i ⬝ᵥ C i *ᵥ x i =
      (x - y) i ⬝ᵥ C i *ᵥ (x - y) i + 2 * (x i ⬝ᵥ σ) - y i ⬝ᵥ σ := by
    intro i
    have hs : C i *ᵥ y i = σ := stress_reussStrain w hC e i
    have hT : (C i)ᵀ = C i := by
      rw [← Matrix.conjTranspose_eq_transpose_of_trivial]
      exact (hC i).isHermitian
    have hsym : y i ⬝ᵥ C i *ᵥ x i = x i ⬝ᵥ σ := by
      rw [Matrix.dotProduct_mulVec, ← Matrix.mulVec_transpose, hT, hs, dotProduct_comm]
    rw [Pi.sub_apply, Matrix.mulVec_sub, hs, sub_dotProduct, dotProduct_sub,
      dotProduct_sub, hsym]
    ring
  -- the linear terms see only the mean strain
  have h1 : ∑ i, w i * (x i ⬝ᵥ σ) = e ⬝ᵥ σ := by rw [sum_work_eq, hx]
  have h2 : ∑ i, w i * (y i ⬝ᵥ σ) = e ⬝ᵥ σ := by
    rw [sum_work_eq, hy, meanStrain_reussStrain hw hC]
  have h3 : energy w C x = energy w C (x - y) + 2 * ∑ i, w i * (x i ⬝ᵥ σ)
      - ∑ i, w i * (y i ⬝ᵥ σ) := by
    unfold energy
    rw [Finset.mul_sum, ← Finset.sum_add_distrib, ← Finset.sum_sub_distrib]
    refine Finset.sum_congr rfl fun i _ => ?_
    rw [key i]
    ring
  rw [h3, h1, h2]
  ring
```

## The minimum and its uniqueness

Setting x = y in the decomposition gives E(y) = e·R e. If x is admissible and x ≠ y, then x − y is nonzero in some phase, and

E(x) = e·R e + E(x − y) > e·R e.

The theorem states three things for every e: the Reuss field satisfies the constraint, its energy is e·R e, and every other admissible field has strictly larger energy. The strict inequality contains both minimality and uniqueness. R is written out here as `(∑ i, w i • (C i)⁻¹)⁻¹`, so the value can be read without consulting the definitions.

```lean
/-- Among all strain fields with mean `e`, the Reuss strain field has energy `e · R e`, and
every other one has strictly larger energy. -/
theorem reuss_unique_minimiser [Nonempty ι] {w : ι → ℝ} {C : ι → Matrix n n ℝ}
    (hw : ∀ i, 0 < w i) (hC : ∀ i, (C i).PosDef) (e : n → ℝ) :
    meanStrain w (reussStrain w C e) = e ∧
    energy w C (reussStrain w C e) = e ⬝ᵥ (∑ i, w i • (C i)⁻¹)⁻¹ *ᵥ e ∧
    ∀ x : ι → n → ℝ, meanStrain w x = e → x ≠ reussStrain w C e →
      e ⬝ᵥ (∑ i, w i • (C i)⁻¹)⁻¹ *ᵥ e < energy w C x := by
  change _ ∧ _ = e ⬝ᵥ reuss w C *ᵥ e ∧ ∀ x : ι → n → ℝ, _ → _ → e ⬝ᵥ reuss w C *ᵥ e < _
  have hm := meanStrain_reussStrain hw hC e
  refine ⟨hm, ?_, fun x hx hne => ?_⟩
  · rw [energy_decomposition hw hC hm, sub_self]
    simp [energy]
  · rw [energy_decomposition hw hC hx]
    linarith [energy_pos hw hC (sub_ne_zero.mpr hne)]
```

## Minimal energy means one common stress

The minimiser can also be recognised by its stresses alone. If an admissible x has energy e·R e, uniqueness gives x = y, and all phases carry the stress R e. Conversely, suppose C_i x_i = σ for all i, with some σ not known in advance. Then x_i = C_i⁻¹ σ, and the constraint gives

e = Σ_i w_i C_i⁻¹ σ = S σ, hence σ = S⁻¹ e = R e.

So x_i = C_i⁻¹ R e = y_i, and the energy is minimal. The proof follows this order: `hxσ` recovers the strains from the stress, `he` identifies the stress, and `hxy` identifies the field.

```lean
/-- A strain field with mean `e` attains the energy `e · R e` if and only if all phases carry
one common stress. -/
theorem minimal_iff_uniform_stress [Nonempty ι] {w : ι → ℝ} {C : ι → Matrix n n ℝ}
    (hw : ∀ i, 0 < w i) (hC : ∀ i, (C i).PosDef) {e : n → ℝ} {x : ι → n → ℝ}
    (hx : meanStrain w x = e) :
    energy w C x = e ⬝ᵥ reuss w C *ᵥ e ↔ ∃ σ : n → ℝ, ∀ i, C i *ᵥ x i = σ := by
  obtain ⟨_, hval, hmin⟩ := reuss_unique_minimiser hw hC e
  constructor
  · intro h
    have hxy : x = reussStrain w C e := by
      by_contra hne
      exact (hmin x hx hne).ne' h
    exact ⟨reuss w C *ᵥ e, fun i => by rw [hxy]; exact stress_reussStrain w hC e i⟩
  · rintro ⟨σ, hσ⟩
    -- a common stress fixes the phase strains, and the mean strain fixes the stress
    have hxσ : x = fun i => (C i)⁻¹ *ᵥ σ := by
      funext i
      rw [← hσ i, Matrix.mulVec_mulVec,
        Matrix.nonsing_inv_mul _ (hC i).det_pos.ne'.isUnit, Matrix.one_mulVec]
    have he : reuss w C *ᵥ e = σ := by
      rw [← hx, hxσ, ← compliance_mulVec, reuss, Matrix.mulVec_mulVec,
        Matrix.nonsing_inv_mul _ (compliance_posDef hw hC).det_pos.ne'.isUnit,
        Matrix.one_mulVec]
    have hxy : x = reussStrain w C e := by
      rw [hxσ]
      funext i
      rw [reussStrain, he]
    rw [hxy]
    exact hval

end

end ReussVariationalPrinciple
```

## One phase, and two springs in series

With a single phase the constraint leaves no freedom: x₁ = e/w₁ is the only admissible field, and R = C₁/w₁. For w₁ = 1 the minimum is simply e·C₁ e.

The smallest case with a real choice has two phases and one strain component, with positive stiffnesses k₁ and k₂. Then

R = 1/(w₁/k₁ + w₂/k₂), x_i = R e/k_i,

which is the rule for springs in series, where both elements carry the same force. If k₁ → 0 with everything else fixed, then R → 0, x₁ → e/w₁ and x₂ → 0: the soft phase takes up all the strain.

```lean
#print axioms ReussVariationalPrinciple.reuss_unique_minimiser
#print axioms ReussVariationalPrinciple.minimal_iff_uniform_stress
```

```
'ReussVariationalPrinciple.reuss_unique_minimiser' depends on axioms: [propext, Classical.choice, Quot.sound]
'ReussVariationalPrinciple.minimal_iff_uniform_stress' depends on axioms: [propext, Classical.choice, Quot.sound]
```
